# With the parent moment and the distances known, the moment of a doubly substituted rigid linear molecule tells whether two atoms lie on the same side of the centre of mass

When the structure of a linear molecule is worked out by isotopic substitution, the coordinate of each substituted atom first appears as a square. Replacing one atom by a heavier isotope changes the moment of inertia by an amount that depends on \(z^2\), so it gives the distance of that atom from the centre of mass of the original (parent) molecule but not its side. To place two such atoms relative to each other, one can take the change of moment from the parent to the species with both atoms substituted, and compare it with a number computed from the masses and the two distances. The comparison settles the relative sign for a rigid collinear molecule whose geometry does not change on substitution, provided that neither atom lies at the parent's centre of mass.

The Lean file below proves this comparison, and also the exact gap between two candidate geometries.

## Atoms, masses and moments

```lean
import Mathlib

open Finset

namespace DoubleIsotopicSubstitution

noncomputable section

variable {ι : Type*} [Fintype ι]
```

The symbol `ι` stands for a finite set of atom labels. Nothing is assumed about the number of atoms.

```lean
/-- The total mass of a collinear molecule with atomic masses `m`. -/
def totalMass (m : ι → ℝ) : ℝ := ∑ i, m i
```

A function `m : ι → ℝ` assigns a real number \(m_i\) to each atom \(i\). The total mass is

\[ M = \sum_i m_i . \]

The individual masses are not required to be positive. Where a theorem needs a mass to be positive or nonzero, it is a total mass or an added mass.

```lean
/-- The centre of mass of atoms with masses `m` at positions `z` on a line,
for nonzero total mass. -/
def centre (m z : ι → ℝ) : ℝ := (∑ i, m i * z i) / totalMass m
```

The positions \(z_i\) are signed coordinates along the molecular axis, and the centre of mass is \(c = \frac{1}{M}\sum_i m_i z_i\). In Lean, function application needs no brackets, so `z i` is \(z_i\) and `centre m z` is \(c\).

```lean
/-- The moment of inertia of a collinear molecule about its own centre of mass,
for nonzero total mass. -/
def moment (m z : ι → ℝ) : ℝ := ∑ i, m i * (z i - centre m z) ^ 2
```

The moment of inertia is taken about the molecule's own centre of mass:

\[ I = \sum_i m_i (z_i - c)^2 . \]

Since `centre m z` is recomputed from whatever masses are supplied, the shift of the centre on substitution is built into this definition. The unit is mass times length squared. A measured rotational constant must first be converted, through \(B = \hbar^2/(2I)\) when \(B\) is an energy.

```lean
/-- The mass increments of a double substitution: `d1` at atom `a` and `d2` at atom `b`. -/
def added [DecidableEq ι] (a b : ι) (d1 d2 : ℝ) : ι → ℝ :=
  fun i => (if i = a then d1 else 0) + (if i = b then d2 else 0)
```

This function lists the extra mass on each atom: \(d_1\) on atom \(a\), \(d_2\) on atom \(b\), and zero elsewhere. The substituted molecule has masses `m + added a b d1 d2`, where the sum of two functions is taken atom by atom. Its positions are still `z`. That is the rigid-geometry idealisation: the equilibrium structure is taken to be the same for all isotopic species, and vibrational contributions to the moment are left out.

## The moment from two sums

```lean
/-- For nonzero total mass, the moment about the centre of mass is the second moment about
the origin minus the squared first moment divided by the total mass. -/
theorem moment_eq (m z : ι → ℝ) (hM : totalMass m ≠ 0) :
    moment m z = (∑ i, m i * z i ^ 2) - (∑ i, m i * z i) ^ 2 / totalMass m := by
  -- expand the square about an arbitrary point `c`
  have h : ∀ c : ℝ, ∑ i, m i * (z i - c) ^ 2
      = (∑ i, m i * z i ^ 2) - 2 * c * (∑ i, m i * z i) + c ^ 2 * (∑ i, m i) := by
    intro c
    rw [Finset.mul_sum, Finset.mul_sum, ← Finset.sum_sub_distrib, ← Finset.sum_add_distrib]
    exact Finset.sum_congr rfl (fun i _ => by ring)
  have hT : (∑ i, m i) = totalMass m := rfl
  unfold moment
  rw [h, hT]
  unfold centre
  field_simp
  ring
```

A Lean theorem gives its name, then its hypotheses in brackets, then the statement after the colon, and the proof after `:=`. Here the hypothesis `hM` says \(M \neq 0\), and the statement is

\[ I = \sum_i m_i z_i^2 - \frac{1}{M}\Big(\sum_i m_i z_i\Big)^2 . \]

By hand, write \(S_1 = \sum_i m_i z_i\) and \(S_2 = \sum_i m_i z_i^2\). For any point \(c\),

\[ \sum_i m_i (z_i - c)^2 = S_2 - 2c\,S_1 + c^2 M . \]

Putting \(c = S_1/M\) gives \(S_2 - 2S_1^2/M + S_1^2/M = S_2 - S_1^2/M\).

The proof takes the same two steps. The intermediate statement `h` is the expansion for arbitrary `c`, checked term by term with `ring`, which proves polynomial identities. The definition of the centre is then inserted, `field_simp` clears the denominators, and `ring` finishes.

## Adding mass to a centred molecule

```lean
/-- Masses `d` are added to the atoms of a molecule centred at the origin. If the total mass is
nonzero before and after, the moment about the centre of mass changes by the second moment of the
added masses minus their squared first moment divided by the new total mass. -/
theorem moment_add (m d z : ι → ℝ) (hM : totalMass m ≠ 0)
    (hMd : totalMass m + ∑ i, d i ≠ 0) (hc : centre m z = 0) :
    moment (m + d) z = moment m z + (∑ i, d i * z i ^ 2)
      - (∑ i, d i * z i) ^ 2 / (totalMass m + ∑ i, d i) := by
  -- the parent molecule has no first moment
  have h0 : ∑ i, m i * z i = 0 := by
    unfold centre at hc
    exact (div_eq_zero_iff.mp hc).resolve_right hM
  have hT : totalMass (m + d) = totalMass m + ∑ i, d i := by
    simp [totalMass, Finset.sum_add_distrib]
  have h1 : ∑ i, (m + d) i * z i = (∑ i, m i * z i) + ∑ i, d i * z i := by
    simp [add_mul, Finset.sum_add_distrib]
  have h2 : ∑ i, (m + d) i * z i ^ 2 = (∑ i, m i * z i ^ 2) + ∑ i, d i * z i ^ 2 := by
    simp [add_mul, Finset.sum_add_distrib]
  rw [moment_eq (m + d) z (by rw [hT]; exact hMd), moment_eq m z hM, hT, h1, h2, h0]
  ring
```

Now an arbitrary pattern of extra masses \(d_i\) is added. The hypothesis `hc` places the parent's centre of mass at the origin, which fixes the coordinate convention: every \(z_i\) is measured from the centre of the parent, not of the substituted species. With \(D = \sum_i d_i\) and both \(M\) and \(M + D\) nonzero, the new moment is

\[ I' = I + \sum_i d_i z_i^2 - \frac{\big(\sum_i d_i z_i\big)^2}{M + D} . \]

To derive it, apply the previous formula to both species. The parent is centred, so \(\sum_i m_i z_i = 0\) and \(I = \sum_i m_i z_i^2\). In the substituted molecule the second moment is \(\sum_i m_i z_i^2 + \sum_i d_i z_i^2\), while the first moment comes from the added masses alone. Subtracting the squared first moment over the new total mass gives the result.

In the proof, `h0` is the vanishing first moment of the parent. The statements `hT`, `h1` and `h2` split the total mass, the first moment and the second moment into parent and added parts. The line beginning with `rw` substitutes all of these into the goal.

## The cross term that carries the relative sign

```lean
variable [DecidableEq ι]

/-- The moment after a double substitution in a molecule centred at the origin, for nonzero total
mass before and after. The relative sign of the two positions enters through the cross term. -/
theorem moment_double (m z : ι → ℝ) (a b : ι) (d1 d2 : ℝ) (hM : totalMass m ≠ 0)
    (hD : totalMass m + d1 + d2 ≠ 0) (hc : centre m z = 0) :
    moment (m + added a b d1 d2) z = moment m z +
      ((totalMass m + d2) * d1 * z a ^ 2 + (totalMass m + d1) * d2 * z b ^ 2
        - 2 * d1 * d2 * (z a * z b)) / (totalMass m + d1 + d2) := by
  have s0 : ∑ i, added a b d1 d2 i = d1 + d2 := by
    simp [added, Finset.sum_add_distrib]
  have s1 : ∑ i, added a b d1 d2 i * z i = d1 * z a + d2 * z b := by
    simp [added, add_mul, Finset.sum_add_distrib]
  have s2 : ∑ i, added a b d1 d2 i * z i ^ 2 = d1 * z a ^ 2 + d2 * z b ^ 2 := by
    simp [added, add_mul, Finset.sum_add_distrib]
  rw [moment_add m _ z hM (by rw [s0, ← add_assoc]; exact hD) hc, s0, s1, s2,
    ← add_assoc (totalMass m) d1 d2]
  field_simp
  ring
```

For two substituted atoms, write \(M' = M + d_1 + d_2\). The theorem says

\[ I' - I = \frac{(M+d_2)\,d_1 z_a^2 + (M+d_1)\,d_2 z_b^2 - 2 d_1 d_2\, z_a z_b}{M'} . \]

The previous theorem gives

\[ I' - I = d_1 z_a^2 + d_2 z_b^2 - \frac{(d_1 z_a + d_2 z_b)^2}{M'} . \]

The coefficient of \(z_a^2\) is \(d_1 - d_1^2/M' = d_1(M + d_2)/M'\), and that of \(z_b^2\) follows by exchanging the labels. The square also leaves the cross term \(-2 d_1 d_2 z_a z_b/M'\), the only place where the signs of the coordinates matter.

Setting \(d_2 = 0\) recovers single substitution, \(I' - I = M d_1 z_a^2/(M + d_1)\), from which \(|z_a|\) is obtained.

In Lean, `s0`, `s1` and `s2` evaluate the three sums over the added masses, in which only atoms \(a\) and \(b\) contribute. The rest is the algebra just shown.

## The gap between two candidate geometries

```lean
/-- Two centred geometries `z` and `w` of a molecule of positive total mass have equal parent
moments, and each of the atoms `a` and `b` is as far from the centre in `w` as in `z`. If `a` and
`b` lie on the same side in `z` and on opposite sides in `w`, adding positive masses `d1` and `d2`
to them gives `w` the larger moment, by `4 d1 d2 |z_a z_b| / (M + d1 + d2)`. -/
theorem opposite_sub_same (m z w : ι → ℝ) (a b : ι) (d1 d2 : ℝ)
    (hM : 0 < totalMass m) (h1 : 0 < d1) (h2 : 0 < d2)
    (hcz : centre m z = 0) (hcw : centre m w = 0) (hI : moment m w = moment m z)
    (ha : |w a| = |z a|) (hb : |w b| = |z b|)
    (hz : 0 < z a * z b) (hw : w a * w b < 0) :
    moment (m + added a b d1 d2) z < moment (m + added a b d1 d2) w ∧
    moment (m + added a b d1 d2) w - moment (m + added a b d1 d2) z
      = 4 * d1 * d2 * |z a * z b| / (totalMass m + d1 + d2) := by
  have hD : 0 < totalMass m + d1 + d2 := by positivity
  have hA : w a ^ 2 = z a ^ 2 := by rw [← sq_abs (w a), ha, sq_abs]
  have hB : w b ^ 2 = z b ^ 2 := by rw [← sq_abs (w b), hb, sq_abs]
  -- equal distances and different relative sign: the products are opposite
  have hP : w a * w b = -(z a * z b) := by
    have h : |w a * w b| = |z a * z b| := by rw [abs_mul, abs_mul, ha, hb]
    rw [abs_of_neg hw, abs_of_pos hz] at h
    linarith
  have key : moment (m + added a b d1 d2) w - moment (m + added a b d1 d2) z
      = 4 * d1 * d2 * |z a * z b| / (totalMass m + d1 + d2) := by
    rw [moment_double m w a b d1 d2 hM.ne' hD.ne' hcw,
      moment_double m z a b d1 d2 hM.ne' hD.ne' hcz, hI, hA, hB, hP, abs_of_pos hz]
    ring
  refine ⟨?_, key⟩
  have hpos : 0 < 4 * d1 * d2 * |z a * z b| / (totalMass m + d1 + d2) := by
    rw [abs_of_pos hz]
    exact div_pos (mul_pos (by positivity) hz) hD
  linarith
```

Here `z` and `w` are two candidate structures for the same molecule. The hypotheses read as follows.

- `hM`, `h1` and `h2`: the parent's total mass and both added masses are positive.
- `hcz` and `hcw`: both structures have the parent's centre of mass at the origin.
- `hI`: both have the same parent moment, so the parent's rotational constant does not distinguish them.
- `ha` and `hb`: atoms \(a\) and \(b\) have the same distances from the centre in both.
- `hz` and `hw`: the two atoms are on the same side in `z` and on opposite sides in `w`.

The other atoms may sit differently in the two structures. When all atomic masses are positive, at least one of them must, because moving one atom across the origin would otherwise shift the centre of mass.

The conclusion has two parts joined by `∧`, which means "and". The doubly substituted moment is larger for `w`, and

\[ I'_w - I'_z = \frac{4\, d_1 d_2\, |z_a z_b|}{M + d_1 + d_2} . \]

By hand, let \(P = z_a z_b > 0\). Equal distances and opposite relative sign give \(w_a w_b = -P\). The parent moments and the squared terms agree, so they cancel in the difference, and the cross terms leave

\[ \frac{2 d_1 d_2 P - (-2 d_1 d_2 P)}{M'} = \frac{4 d_1 d_2 P}{M'} , \]

which is positive.

The proof records the equal squares as `hA` and `hB`, and the opposite products as `hP`. The statement `key` applies `moment_double` to each structure and subtracts. The strict inequality then follows because the gap is positive; `linarith`, which handles linear inequalities, draws that last conclusion.

## A threshold for the change of moment

```lean
/-- In a centred molecule of positive total mass, two atoms given positive extra masses lie
strictly on the same side of the centre exactly when the change of moment is below a threshold
fixed by the masses and the two distances from the centre. -/
theorem same_side_iff (m z : ι → ℝ) (a b : ι) (d1 d2 : ℝ)
    (hM : 0 < totalMass m) (h1 : 0 < d1) (h2 : 0 < d2) (hc : centre m z = 0) :
    0 < z a * z b ↔ moment (m + added a b d1 d2) z - moment m z
      < ((totalMass m + d2) * d1 * |z a| ^ 2 + (totalMass m + d1) * d2 * |z b| ^ 2)
        / (totalMass m + d1 + d2) := by
  have hD : 0 < totalMass m + d1 + d2 := by positivity
  have h12 : 0 < d1 * d2 := mul_pos h1 h2
  rw [moment_double m z a b d1 d2 hM.ne' hD.ne' hc, add_sub_cancel_left, sq_abs, sq_abs,
    div_lt_div_iff_of_pos_right hD]
  -- only the cross term is left to compare
  constructor
  · intro h
    have := mul_pos h12 h
    linarith
  · intro h
    by_contra hn
    have := mul_nonneg h12.le (neg_nonneg.mpr (not_lt.mp hn))
    linarith
```

This theorem needs no second candidate structure. For a centred molecule with \(M, d_1, d_2 > 0\), define

\[ T = \frac{(M+d_2)\,d_1 |z_a|^2 + (M+d_1)\,d_2 |z_b|^2}{M + d_1 + d_2} . \]

Then \(z_a z_b > 0\) exactly when \(I' - I < T\). The symbol `↔` means that each side implies the other. Everything in \(T\) is known once the masses and the two distances are known, so this is the comparison described at the start.

The derivation is one line:

\[ (I' - I) - T = -\frac{2 d_1 d_2\, z_a z_b}{M'} , \]

and the right-hand side is negative exactly when the product is positive. If one atom sits at the centre, the product is zero and the change equals \(T\). A change that is not below the threshold therefore means "opposite sides" only when both distances are nonzero.

In the proof, `moment_double` is inserted and the common positive denominator is removed, which leaves a comparison of the cross term with zero. The two bullets treat the two directions. The second argues by contradiction: a product that is zero or negative would put the change at or above \(T\).

For data with uncertainties, the distance from the threshold is \(2 d_1 d_2 |z_a z_b|/M'\) on either side. An atom close to the centre makes it small, and errors in the moments and distances, or neglected vibrational contributions, can then hide the sign.

## Four unit masses as an example

```lean
/-- Four unit masses at `1, 1, -1, -1` and at `1, -1, 1, -1` form two geometries, with the first
two atoms as substitution sites, that meet the conditions of `opposite_sub_same` on the parent
molecule. -/
theorem opposite_sub_same_witness :
    let m : Fin 4 → ℝ := fun _ => 1
    let z : Fin 4 → ℝ := ![1, 1, -1, -1]
    let w : Fin 4 → ℝ := ![1, -1, 1, -1]
    0 < totalMass m ∧ centre m z = 0 ∧ centre m w = 0 ∧ moment m w = moment m z ∧
      |w 0| = |z 0| ∧ |w 1| = |z 1| ∧ 0 < z 0 * z 1 ∧ w 0 * w 1 < 0 := by
  intro m z w
  refine ⟨?_, ?_, ?_, ?_, ?_, ?_, ?_, ?_⟩ <;>
    norm_num [m, z, w, moment, centre, totalMass, Fin.sum_univ_succ]

end

end DoubleIsotopicSubstitution
```

The last theorem exhibits two structures that satisfy the conditions on the parent in `opposite_sub_same`. The type `Fin 4` has the labels 0, 1, 2 and 3, and `![1, 1, -1, -1]` lists the positions in that order. Atoms 0 and 1 are the substitution sites. They are on the same side in `z` and on opposite sides in `w`. Both structures are centred, with parent moment 4. The proof splits the statement into its eight parts and evaluates each with `norm_num`.

Some atoms share a position, so this is a check of consistency and not a realistic molecule. With \(d_1 = d_2 = 1\), the formulas give \(I'_z = 16/3\) and \(I'_w = 6\), and their difference \(2/3\) agrees with \(4/(4+1+1)\).

Three atoms of positive mass would not have sufficed. Centring fixes the third coordinate, and its square then differs between the same-side and opposite-side structures, so the parent moment already separates them.

```lean
#print axioms DoubleIsotopicSubstitution.opposite_sub_same
-- 'DoubleIsotopicSubstitution.opposite_sub_same' depends on axioms: [propext, Classical.choice, Quot.sound]
#print axioms DoubleIsotopicSubstitution.same_side_iff
-- 'DoubleIsotopicSubstitution.same_side_iff' depends on axioms: [propext, Classical.choice, Quot.sound]
```
